# For covariant augmentation functions, symmetrizing the occupations symmetrizes the augmentation charge

When an ultrasoft pseudopotential calculation sums only over symmetry-inequivalent k-points, the occupation matrix it accumulates generally lacks the symmetry of the crystal. The augmentation charge built from that matrix can then take different values at equivalent points. One repair averages the charge over equivalent points, and another averages the small occupation matrix before any charge is built. If the two disagreed, the density would depend on which was chosen.

They agree whenever the augmentation functions are covariant, meaning that a symmetry operation on the point acts on their matrix by conjugation. The Lean file below proves this for a finite group.

## The charge, the symmetry and the average

```lean
import Mathlib

open Matrix

namespace AugmentationSymmetry

noncomputable section

variable {G X n : Type*} [Group G] [Fintype G] [MulAction G X] [Fintype n] [DecidableEq n]
```

Here `G` is a finite group and `X` is a set of points on which it acts, possibly an infinite one. For a crystal, `G` is the space group modulo lattice translations, and `X` is the unit cell with opposite faces identified. The finite set `n` labels the projectors of all atoms in the cell; it is not the density. Lean writes the action $g\cdot r$ as `g • r`.

```lean
/-- The augmentation charge at the point `r`: the trace of the occupation matrix `ρ`
with the matrix `Q r` of augmentation functions. -/
def augCharge (Q : X → Matrix n n ℂ) (ρ : Matrix n n ℂ) (r : X) : ℂ :=
  trace (ρ * Q r)
```

A `def` introduces a name. For an occupation matrix $\rho$ and a matrix $Q(r)$ of augmentation functions, `augCharge Q ρ r` is

$$q_\rho(r)=\operatorname{tr}\bigl(\rho\,Q(r)\bigr)=\sum_{ij}\rho_{ij}\,Q_{ji}(r).$$

This fixes the index order: with projectors $\beta_i$ and orbitals $\phi_m$, whose occupations $f_m$ include the k-point weights, it corresponds to $\rho_{ij}=\sum_m f_m\langle\beta_i|\phi_m\rangle\langle\phi_m|\beta_j\rangle$, where $m$ runs over all bands and k-points in the sum. The definition accepts any complex matrix, Hermitian or not. The smooth part of the density does not appear.

```lean
/-- The augmentation functions are covariant: moving the point by `g` conjugates
their matrix by `U g`. -/
def Covariant {G X : Type*} [Group G] [MulAction G X]
    (U : G →* Matrix n n ℂ) (Q : X → Matrix n n ℂ) : Prop :=
  ∀ (g : G) (r : X), Q (g • r) = U g * Q r * U g⁻¹
```

`Covariant U Q` is the statement that, for all $g$ and $r$,

$$Q(g\cdot r)=U(g)\,Q(r)\,U(g)^{-1}.$$

The arrow `→*` says that $U$ respects products and the identity, so it is a matrix representation. Hence `U g⁻¹`, which Lean reads as $U(g^{-1})$, is the inverse matrix $U(g)^{-1}$. Unitarity is not required.

Physically, a symmetry operation that fixes an atom mixes the partial waves of each shell on it among themselves, as a rotation mixes three p functions. An operation that moves the atom carries these waves to an equivalent atom, so $U(g)$ then also permutes equivalent atoms. The matrix $Q$ is built from products of partial waves on the same atom. Covariance is assumed in the general theorems, not derived from a particular pseudopotential.

```lean
/-- The symmetrized occupation matrix: the group average of `U(g)⁻¹ ρ U(g)`. -/
def symOcc (U : G →* Matrix n n ℂ) (ρ : Matrix n n ℂ) : Matrix n n ℂ :=
  (Fintype.card G : ℂ)⁻¹ • ∑ g : G, U g⁻¹ * ρ * U g
```

`symOcc U ρ` is the averaged occupation matrix, called $R$ from here on:

$$R=\frac{1}{|G|}\sum_{g\in G}U(g)^{-1}\rho\,U(g).$$

## Moving a rotation from the point to the occupations

```lean
omit [Fintype G] in
/-- For covariant augmentation functions, the charge at a rotated point is the charge at the
original point computed with inversely rotated occupations. -/
theorem augCharge_smul {U : G →* Matrix n n ℂ} {Q : X → Matrix n n ℂ}
    (hQ : Covariant U Q) (ρ : Matrix n n ℂ) (g : G) (r : X) :
    augCharge Q ρ (g • r) = augCharge Q (U g⁻¹ * ρ * U g) r := by
  unfold augCharge
  -- cyclicity of the trace carries the last factor to the front
  rw [hQ g r, ← Matrix.mul_assoc, Matrix.trace_mul_comm]
  simp only [Matrix.mul_assoc]
```

In a `theorem`, the statement stands before `:=` and the proof after it. The hypothesis `hQ` supplies covariance. The claim is that the charge of $\rho$ at $g\cdot r$ equals the charge of $U(g)^{-1}\rho\,U(g)$ at $r$. By hand, covariance and then cyclicity of the trace give

$$\operatorname{tr}\bigl(\rho\,U(g)Q(r)U(g)^{-1}\bigr)=\operatorname{tr}\bigl(U(g)^{-1}\rho\,U(g)\,Q(r)\bigr).$$

The tactic `rw` replaces one side of an equation by the other. Here it inserts `hQ g r`, regroups the product, and uses `Matrix.trace_mul_comm` to carry the last factor to the front.

## The averaged matrix commutes with the representation

```lean
/-- Rotating the symmetrized occupations by any group element leaves them unchanged. -/
theorem symOcc_conj (U : G →* Matrix n n ℂ) (ρ : Matrix n n ℂ) (h : G) :
    U h⁻¹ * symOcc U ρ * U h = symOcc U ρ := by
  unfold symOcc
  rw [Matrix.mul_smul, Matrix.smul_mul, Finset.mul_sum, Finset.sum_mul]
  congr 1
  -- relabel the group sum by g ↦ g h
  exact Fintype.sum_equiv (Equiv.mulRight h) _ _ (fun g => by
    simp only [Equiv.coe_mulRight, _root_.mul_inv_rev, map_mul, mul_assoc])
```

The theorem says $U(h)^{-1}R\,U(h)=R$ for every $h$. Conjugating each term of the average gives

$$U(h)^{-1}R\,U(h)=\frac1{|G|}\sum_g U(gh)^{-1}\rho\,U(gh)=R,$$

because $gh$ runs once through the group as $g$ does. In Lean, the first `rw` takes the two outer factors inside the sum, and `Fintype.sum_equiv (Equiv.mulRight h)` performs the relabelling $g\mapsto gh$.

```lean
/-- The symmetrized occupation matrix commutes with the whole representation. -/
theorem symOcc_commute (U : G →* Matrix n n ℂ) (ρ : Matrix n n ℂ) (h : G) :
    U h * symOcc U ρ = symOcc U ρ * U h := by
  have hU : U h * U h⁻¹ = 1 := by rw [← map_mul, mul_inv_cancel, map_one]
  calc U h * symOcc U ρ = U h * (U h⁻¹ * symOcc U ρ * U h) := by rw [symOcc_conj]
    _ = (U h * U h⁻¹) * symOcc U ρ * U h := by simp only [mul_assoc]
    _ = symOcc U ρ * U h := by rw [hU, one_mul]
```

Multiplying that invariance by $U(h)$ from the left gives

$$U(h)R=U(h)\,U(h)^{-1}R\,U(h)=R\,U(h).$$

The `calc` block is this chain of equalities, and `hU` records that $U(h)U(h)^{-1}=1$.

## The two averages agree

```lean
/-- For covariant augmentation functions, the group average of the augmentation charge is the charge
of the symmetrized occupations; these commute with every `U h`. -/
theorem average_augCharge {U : G →* Matrix n n ℂ} {Q : X → Matrix n n ℂ}
    (hQ : Covariant U Q) (ρ : Matrix n n ℂ) :
    (∀ r : X, (Fintype.card G : ℂ)⁻¹ * ∑ g : G, augCharge Q ρ (g • r)
      = augCharge Q (symOcc U ρ) r) ∧
    ∀ h : G, U h * symOcc U ρ = symOcc U ρ * U h := by
  refine ⟨fun r => ?_, symOcc_commute U ρ⟩
  simp_rw [augCharge_smul hQ]
  unfold augCharge symOcc
  rw [Matrix.smul_mul, Matrix.trace_smul, Finset.sum_mul, Matrix.trace_sum, smul_eq_mul]
```

This is the main theorem. Its two parts are joined by `∧`, "and". For every point $r$,

$$\frac1{|G|}\sum_{g}q_\rho(g\cdot r)=q_R(r),$$

and $R$ commutes with every $U(h)$. To derive the first part, move each rotation onto the occupations and use linearity of the trace:

$$\frac1{|G|}\sum_g\operatorname{tr}\bigl(U(g)^{-1}\rho\,U(g)Q(r)\bigr)
=\operatorname{tr}\Bigl(\frac1{|G|}\sum_gU(g)^{-1}\rho\,U(g)\,Q(r)\Bigr)
=\operatorname{tr}\bigl(R\,Q(r)\bigr).$$

The proof hands the second part to `symOcc_commute`. For the first, `simp_rw` applies `augCharge_smul` under the sum, and the last line takes the prefactor and the sum through the trace.

For electronic-structure codes, this justifies symmetrizing the occupation matrix before the augmentation charge is evaluated, provided that the augmentation functions are covariant and the symmetries form a finite group acting through complex-linear matrices; antiunitary operations such as time reversal are not covered.

```lean
/-- For covariant augmentation functions, the augmentation charge of symmetrized occupations takes
the same value at symmetry-related points. -/
theorem augCharge_symOcc_smul {U : G →* Matrix n n ℂ} {Q : X → Matrix n n ℂ}
    (hQ : Covariant U Q) (ρ : Matrix n n ℂ) (h : G) (r : X) :
    augCharge Q (symOcc U ρ) (h • r) = augCharge Q (symOcc U ρ) r := by
  rw [augCharge_smul hQ, symOcc_conj]
```

The charge of $R$ is therefore symmetric: $q_R(h\cdot r)=q_R(r)$. By hand, $q_R(h\cdot r)$ is the charge of $U(h)^{-1}R\,U(h)$ at $r$, and that matrix is $R$. The two names in the `rw` are these two steps.

## When symmetrization changes nothing

```lean
/-- Symmetrization leaves an occupation matrix unchanged exactly when that matrix commutes
with the representation. -/
theorem symOcc_eq_self_iff (U : G →* Matrix n n ℂ) (ρ : Matrix n n ℂ) :
    symOcc U ρ = ρ ↔ ∀ h : G, U h * ρ = ρ * U h := by
  have hc : (Fintype.card G : ℂ) ≠ 0 := Nat.cast_ne_zero.mpr Fintype.card_ne_zero
  constructor
  · intro hρ h
    have hcomm := symOcc_commute U ρ h
    rwa [hρ] at hcomm
  · intro hρ
    -- every term of the average equals ρ
    have hterm : ∀ g : G, U g⁻¹ * ρ * U g = ρ := fun g => by
      rw [mul_assoc, ← hρ g, ← mul_assoc, ← map_mul, inv_mul_cancel, map_one, one_mul]
    unfold symOcc
    simp_rw [hterm]
    rw [Finset.sum_const, Finset.card_univ, ← Nat.cast_smul_eq_nsmul ℂ, smul_smul,
      inv_mul_cancel₀ hc, one_smul]
```

The symbol `↔` means "if and only if": $R=\rho$ exactly when $\rho$ commutes with every $U(h)$. If $R=\rho$, then $\rho$ inherits the commutation from $R$. Conversely, if $\rho$ commutes with the representation, every term of the average is

$$U(g)^{-1}\rho\,U(g)=U(g)^{-1}U(g)\,\rho=\rho,$$

and the mean of $|G|$ copies of $\rho$ is $\rho$. The two bullets in the proof are the two directions, with the term-by-term identity stored as `hterm`.

```lean
/-- For covariant augmentation functions, the augmentation charge is invariant under the group
exactly when symmetrizing the occupations does not change it at any point. -/
theorem augCharge_invariant_iff {U : G →* Matrix n n ℂ} {Q : X → Matrix n n ℂ}
    (hQ : Covariant U Q) (ρ : Matrix n n ℂ) :
    (∀ (h : G) (r : X), augCharge Q ρ (h • r) = augCharge Q ρ r) ↔
      ∀ r : X, augCharge Q (symOcc U ρ) r = augCharge Q ρ r := by
  have hc : (Fintype.card G : ℂ) ≠ 0 := Nat.cast_ne_zero.mpr Fintype.card_ne_zero
  constructor
  · intro hinv r
    rw [← (average_augCharge hQ ρ).1 r]
    simp_rw [hinv]
    rw [Finset.sum_const, Finset.card_univ, nsmul_eq_mul, ← mul_assoc,
      inv_mul_cancel₀ hc, one_mul]
  · intro hsym h r
    rw [← hsym (h • r), ← hsym r, augCharge_symOcc_smul hQ]
```

The corresponding statement for the charge is that $q_\rho$ is invariant under the group exactly when $q_R(r)=q_\rho(r)$ at all points. If $q_\rho$ is invariant, all terms of its average are equal, so

$$q_R(r)=\frac1{|G|}\sum_gq_\rho(g\cdot r)=q_\rho(r).$$

If instead the two charges agree everywhere, then

$$q_\rho(h\cdot r)=q_R(h\cdot r)=q_R(r)=q_\rho(r).$$

The Lean proof follows these two lines. It compares charges and not matrices, so it applies even when different occupation matrices give the same charge.

## Inversion on a line

```lean
/-- Inversion on a line, represented on one even and one odd function. -/
def parityRep : ℤˣ →* Matrix (Fin 2) (Fin 2) ℂ where
  toFun u := !![1, 0; 0, ((u : ℤ) : ℂ)]
  map_one' := by
    ext i j
    fin_cases i <;> fin_cases j <;> simp
  map_mul' u v := by
    ext i j
    fin_cases i <;> fin_cases j <;> simp [Matrix.mul_apply, Fin.sum_univ_succ]
```

The group `ℤˣ` consists of the integers $1$ and $-1$, the identity and inversion. The representation acts on one even and one odd function, in that order:

$$U(u)=\begin{pmatrix}1&0\\0&u\end{pmatrix}.$$

The fields `map_one'` and `map_mul'` check, entry by entry, that this respects the identity and products.

```lean
/-- The matrix of pair products of the even function `1` and the odd function `x`. -/
def pairProducts (x : ℝ) : Matrix (Fin 2) (Fin 2) ℂ :=
  !![1, (x : ℂ); (x : ℂ), (x : ℂ) ^ 2]
```

With $1$ as the even function and $x$ as the odd one, the matrix of products is

$$Q(x)=\begin{pmatrix}1&x\\x&x^2\end{pmatrix}.$$

These polynomials are a small model of augmentation functions, which in a real pseudopotential are localized differences of such products.

```lean
/-- The pair products of `1` and `x` are covariant under inversion of the line. -/
theorem covariant_witness : Covariant parityRep pairProducts := by
  intro u x
  rcases Int.units_eq_one_or u with rfl | rfl
  · simp
  · ext i j
    fin_cases i <;> fin_cases j <;>
      simp [parityRep, pairProducts, Units.smul_def, Matrix.mul_apply, Fin.sum_univ_succ, sq]
```

This verifies covariance for the model. The identity operation is immediate, and for inversion

$$U(-1)\,Q(x)\,U(-1)^{-1}=\begin{pmatrix}1&-x\\-x&x^2\end{pmatrix}=Q(-x).$$

The proof splits into the same two cases and compares the four entries in the second.

```lean
/-- Symmetrization under inversion removes the occupations that mix the even and the odd
function and keeps the diagonal ones. -/
theorem symOcc_parityRep (a b c d : ℂ) :
    symOcc parityRep !![a, b; c, d] = !![a, 0; 0, d] := by
  have hsum : ∀ f : ℤˣ → Matrix (Fin 2) (Fin 2) ℂ, ∑ u, f u = f 1 + f (-1) := fun f => by
    rw [UnitsInt.univ, Finset.sum_pair (by decide)]
  unfold symOcc
  rw [hsum, Fintype.card_units_int]
  ext i j
  fin_cases i <;> fin_cases j <;>
    simp [parityRep] <;> ring

end

end AugmentationSymmetry
```

For arbitrary complex occupations $a,b,c,d$, the average over the two operations is

$$\frac12\left[\begin{pmatrix}a&b\\c&d\end{pmatrix}+\begin{pmatrix}a&-b\\-c&d\end{pmatrix}\right]=\begin{pmatrix}a&0\\0&d\end{pmatrix}.$$

In Lean, `hsum` writes the group sum as its two terms, and the entries are then compared one at a time. The charge $a+(b+c)x+dx^2$ accordingly becomes the even function $a+dx^2$.

The same formula shows that an invariant charge need not come from an occupation matrix that commutes with the representation. With $a=d=1$, $b=i$ and $c=-i$, the matrix is Hermitian with eigenvalues $0$ and $2$, and its charge $1+x^2$ is even, yet symmetrization changes the matrix to the identity.

```lean
#print axioms AugmentationSymmetry.symOcc_eq_self_iff
#print axioms AugmentationSymmetry.augCharge_invariant_iff
#print axioms AugmentationSymmetry.symOcc_parityRep
```

```
'AugmentationSymmetry.symOcc_eq_self_iff' depends on axioms: [propext, Classical.choice, Quot.sound]
'AugmentationSymmetry.augCharge_invariant_iff' depends on axioms: [propext, Classical.choice, Quot.sound]
'AugmentationSymmetry.symOcc_parityRep' depends on axioms: [propext, Classical.choice, Quot.sound]
```
